# With a fitting metric bounded below by m > 0, density-fitting coefficients shift by at most (‖d‖ + ‖W c′‖)/m

Coefficient vectors are modelled as plain real functions on a finite index set, and their length is defined explicitly as $\sqrt{v\cdot v}$, because Mathlib's built-in norm on such functions is the largest absolute entry and not the Euclidean length. In this length, the file bounds how far density-fitting coefficients move when the metric and the integrals carry errors, provided that the metric has a positive lower bound $m$. In the title, $W$ is the error in the metric, $d$ is the error in the integrals, and $c'$ is the vector of coefficients obtained with both errors present.

In Lean 4 with Mathlib:

```lean
import Mathlib

open Matrix

namespace DensityFittingSensitivity

noncomputable section

variable {n : Type*} [Fintype n]

/-- The Euclidean norm of a vector of fitting coefficients or integrals. -/
def len (v : n → ℝ) : ℝ := √(v ⬝ᵥ v)

/-- The quadratic form of the fitting metric `V` is bounded below by `m` times the
squared Euclidean norm. -/
def BoundedBelow (V : Matrix n n ℝ) (m : ℝ) : Prop :=
  ∀ x : n → ℝ, m * (x ⬝ᵥ x) ≤ x ⬝ᵥ (V *ᵥ x)

/-- The robust fitted repulsion `2 b·x - xᵀ V x` of a density with integrals `b` and
trial fitting coefficients `x`. -/
def fittedRepulsion (V : Matrix n n ℝ) (b x : n → ℝ) : ℝ :=
  2 * (b ⬝ᵥ x) - x ⬝ᵥ (V *ᵥ x)

lemma dot_self_nonneg (v : n → ℝ) : 0 ≤ v ⬝ᵥ v := by
  unfold dotProduct
  exact Finset.sum_nonneg fun i _ => mul_self_nonneg (v i)

lemma len_nonneg (v : n → ℝ) : 0 ≤ len v := Real.sqrt_nonneg _

lemma len_sq (v : n → ℝ) : len v ^ 2 = v ⬝ᵥ v := Real.sq_sqrt (dot_self_nonneg v)

lemma len_smul (a : ℝ) (v : n → ℝ) : len (a • v) = |a| * len v := by
  unfold len
  rw [smul_dotProduct, dotProduct_smul, smul_eq_mul, smul_eq_mul, ← mul_assoc,
    Real.sqrt_mul (mul_self_nonneg a), Real.sqrt_mul_self_eq_abs]

/-- The Cauchy-Schwarz inequality for coefficient vectors. -/
theorem dot_le_len_mul_len (x y : n → ℝ) : x ⬝ᵥ y ≤ len x * len y := by
  have h : (x ⬝ᵥ y) ^ 2 ≤ (len x * len y) ^ 2 := by
    rw [mul_pow, len_sq, len_sq]
    simpa only [dotProduct, pow_two] using
      Finset.sum_mul_sq_le_sq_mul_sq Finset.univ x y
  exact (le_abs_self _).trans
    (abs_le_of_sq_le_sq h (mul_nonneg (len_nonneg x) (len_nonneg y)))

/-- The norm of a difference is at most the sum of the norms. -/
theorem len_sub_le (x y : n → ℝ) : len (x - y) ≤ len x + len y := by
  have hcs := dot_le_len_mul_len (-x) y
  have hneg : len (-x) = len x := by simp [len]
  rw [hneg, neg_dotProduct] at hcs
  have h : len (x - y) ^ 2 ≤ (len x + len y) ^ 2 := by
    have hx := len_sq x
    have hy := len_sq y
    rw [len_sq, sub_dotProduct, dotProduct_sub, dotProduct_sub, dotProduct_comm y x]
    nlinarith
  exact (le_abs_self _).trans
    (abs_le_of_sq_le_sq h (add_nonneg (len_nonneg x) (len_nonneg y)))

/-- A metric bounded below by `m` stretches every coefficient vector by at least `m`. -/
theorem mul_len_le_len_mulVec {V : Matrix n n ℝ} {m : ℝ} (hV : BoundedBelow V m)
    (x : n → ℝ) : m * len x ≤ len (V *ᵥ x) := by
  rcases (len_nonneg x).eq_or_lt with h | h
  · rw [← h, mul_zero]
    exact len_nonneg _
  · have h1 := (hV x).trans (dot_le_len_mul_len x (V *ᵥ x))
    rw [← len_sq] at h1
    refine le_of_mul_le_mul_left ?_ h
    linarith [h1, show len x * (m * len x) = m * len x ^ 2 by ring]

/-- The metric applied to the coefficient error equals the integral error minus the
metric error acting on the perturbed coefficients. -/
theorem error_equation {V W : Matrix n n ℝ} {b d c c' : n → ℝ}
    (hc : V *ᵥ c = b) (hc' : (V + W) *ᵥ c' = b + d) :
    V *ᵥ (c' - c) = d - W *ᵥ c' := by
  rw [Matrix.add_mulVec] at hc'
  rw [Matrix.mulVec_sub, hc, eq_sub_of_add_eq hc']
  abel

/-- Errors `W` in the metric and `d` in the integrals change the fitting coefficients
by at most `(‖d‖ + ‖W c'‖) / m` in Euclidean norm. -/
theorem coefficient_sensitivity {V W : Matrix n n ℝ} {b d c c' : n → ℝ} {m : ℝ}
    (hm : 0 < m) (hV : BoundedBelow V m)
    (hc : V *ᵥ c = b) (hc' : (V + W) *ᵥ c' = b + d) :
    len (c' - c) ≤ (len d + len (W *ᵥ c')) / m := by
  have h := mul_len_le_len_mulVec hV (c' - c)
  rw [error_equation hc hc'] at h
  rw [le_div_iff₀ hm, mul_comm]
  exact h.trans (len_sub_le _ _)

/-- For a symmetric metric, the fitted repulsion at the exact coefficients minus that at any trial
coefficients equals the quadratic form of the coefficient error. -/
theorem fittedRepulsion_gap {V : Matrix n n ℝ} {b c : n → ℝ} (hS : V.IsSymm)
    (hc : V *ᵥ c = b) (x : n → ℝ) :
    fittedRepulsion V b c - fittedRepulsion V b x = (x - c) ⬝ᵥ (V *ᵥ (x - c)) := by
  -- symmetry moves the metric from one factor to the other
  have hv : c ᵥ* V = V *ᵥ c := by rw [← Matrix.vecMul_transpose, hS.eq]
  have h1 : c ⬝ᵥ (V *ᵥ x) = b ⬝ᵥ x := by rw [Matrix.dotProduct_mulVec, hv, hc]
  unfold fittedRepulsion
  rw [Matrix.mulVec_sub, sub_dotProduct, dotProduct_sub, dotProduct_sub, h1, hc,
    dotProduct_comm c b, dotProduct_comm x b]
  ring

/-- For a symmetric metric `V` bounded below by `m > 0`, the fitted repulsion evaluated with the
exact `V` and `b` is not raised when the exact coefficients `c` are replaced by the perturbed
coefficients `c'`, and it is lowered by at most `(‖d‖ + ‖W c'‖)² / m`. -/
theorem repulsion_sensitivity {V W : Matrix n n ℝ} {b d c c' : n → ℝ} {m : ℝ}
    (hm : 0 < m) (hV : BoundedBelow V m) (hS : V.IsSymm)
    (hc : V *ᵥ c = b) (hc' : (V + W) *ᵥ c' = b + d) :
    0 ≤ fittedRepulsion V b c - fittedRepulsion V b c' ∧
    fittedRepulsion V b c - fittedRepulsion V b c'
      ≤ (len d + len (W *ᵥ c')) ^ 2 / m := by
  rw [fittedRepulsion_gap hS hc]
  refine ⟨(mul_nonneg hm.le (dot_self_nonneg _)).trans (hV _), ?_⟩
  have h1 := coefficient_sensitivity hm hV hc hc'
  have h2 : len (V *ᵥ (c' - c)) ≤ len d + len (W *ᵥ c') := by
    rw [error_equation hc hc']
    exact len_sub_le _ _
  -- one factor is the coefficient error, the other the residual
  calc (c' - c) ⬝ᵥ (V *ᵥ (c' - c))
      ≤ len (c' - c) * len (V *ᵥ (c' - c)) := dot_le_len_mul_len _ _
    _ ≤ (len d + len (W *ᵥ c')) / m * (len d + len (W *ᵥ c')) :=
        mul_le_mul h1 h2 (len_nonneg _) ((len_nonneg _).trans h1)
    _ = (len d + len (W *ᵥ c')) ^ 2 / m := by ring

lemma scalar_mulVec [DecidableEq n] (a : ℝ) (x : n → ℝ) :
    (a • (1 : Matrix n n ℝ)) *ᵥ x = a • x := by
  ext i
  simp [Matrix.mulVec, dotProduct, Matrix.one_apply]

/-- The metric `m·1` with metric error `-w·1` and integral error `t c'` satisfies both
fitting equations and attains equality in the coefficient bound. -/
theorem coefficient_sensitivity_sharp [DecidableEq n] {m w t : ℝ} (hm : 0 < m)
    (hw : 0 ≤ w) (ht : 0 ≤ t) (c' : n → ℝ) :
    BoundedBelow (m • (1 : Matrix n n ℝ)) m ∧
    (m • (1 : Matrix n n ℝ)) *ᵥ (((m - w - t) / m) • c') = (m - w - t) • c' ∧
    (m • (1 : Matrix n n ℝ) + (-w) • (1 : Matrix n n ℝ)) *ᵥ c'
      = (m - w - t) • c' + t • c' ∧
    len (c' - ((m - w - t) / m) • c')
      = (len (t • c') + len (((-w) • (1 : Matrix n n ℝ)) *ᵥ c')) / m := by
  refine ⟨fun x => ?_, ?_, ?_, ?_⟩
  · rw [scalar_mulVec, dotProduct_smul, smul_eq_mul]
  · rw [scalar_mulVec, smul_smul, mul_div_cancel₀ _ hm.ne']
  · rw [Matrix.add_mulVec, scalar_mulVec, scalar_mulVec]
    module
  · have h : c' - ((m - w - t) / m) • c' = ((w + t) / m) • c' := by
      have hs : (w + t) / m = 1 - (m - w - t) / m := by
        field_simp
        ring
      rw [hs, sub_smul, one_smul]
    rw [h, scalar_mulVec, len_smul, len_smul, len_smul, abs_neg, abs_of_nonneg hw,
      abs_of_nonneg ht, abs_of_nonneg (div_nonneg (add_nonneg hw ht) hm.le)]
    ring

end

end DensityFittingSensitivity
```

```lean
#print axioms DensityFittingSensitivity.repulsion_sensitivity
#print axioms DensityFittingSensitivity.coefficient_sensitivity_sharp
```

```
'DensityFittingSensitivity.repulsion_sensitivity' depends on axioms: [propext, Classical.choice, Quot.sound]
'DensityFittingSensitivity.coefficient_sensitivity_sharp' depends on axioms: [propext, Classical.choice, Quot.sound]
```

## Two fitting equations and the distance between their solutions

The index type `n` labels the auxiliary basis functions. Vectors have type `n → ℝ` and matrices have type `Matrix n n ℝ`. The notation `x ⬝ᵥ y` is the dot product $x\cdot y$, `V *ᵥ x` is the matrix-vector product $Vx$, and `len v` is $\|v\|=\sqrt{v\cdot v}$.

The theorem `coefficient_sensitivity` takes a metric $V$, a metric error $W$, an integral vector $b$, an integral error $d$, and two coefficient vectors $c$ and $c'$ with

$$Vc=b,\qquad (V+W)c'=b+d.$$

It also takes a number $m>0$ and the hypothesis `BoundedBelow V m`, which says that $m\,(x\cdot x)\le x\cdot Vx$ for every $x$. The conclusion is

$$\|c'-c\|\le\frac{\|d\|+\|Wc'\|}{m}.$$

Neither $V$ nor $W$ has to be symmetric, and $W$ does not have to be small. The perturbed matrix $V+W$ may even be singular: the existence of $c'$ is a hypothesis, and the bound then holds for every solution of the second equation. The right-hand side contains the perturbed coefficients $c'$, which are the ones that a calculation with inexact integrals delivers.

The theorem `repulsion_sensitivity` adds the hypothesis that $V$ is symmetric and concerns the function

$$F(x)=2\,b\cdot x-x\cdot Vx,$$

called `fittedRepulsion V b x` in the file. It states that

$$0\le F(c)-F(c')\le\frac{(\|d\|+\|Wc'\|)^2}{m}.$$

Both values of $F$ use the exact $V$ and $b$; only the coefficients are perturbed. If $F$ itself is evaluated with inexact integrals, that contributes a further error, which this inequality does not cover.

## What the metric and its lower bound stand for

In density fitting, a charge density $\rho$, often a product of two orbitals, is replaced by an expansion $\tilde\rho=\sum_i x_i\chi_i$ in auxiliary functions $\chi_i$. With the Coulomb metric, $V_{ij}=(\chi_i|\chi_j)$ is the repulsion integral between two auxiliary functions, and $b_i=(\chi_i|\rho)$ is the integral of one auxiliary function with the density. The equation $Vc=b$ then gives the coefficients that minimise the Coulomb self-repulsion of the residual $\rho-\tilde\rho$. The file contains no basis functions and evaluates no integrals, so this identification is an interpretation of its matrices and vectors.

For the Coulomb metric, $x\cdot Vx$ is the self-repulsion $(\tilde\rho|\tilde\rho)$ of the fitted density. The constant $m$ is therefore a lower bound on the self-repulsion of any auxiliary density whose coefficient vector has length one. When $V$ is symmetric and the basis is not empty, the best choice of $m$ is the smallest eigenvalue of $V$. A nearly linearly dependent auxiliary basis has a combination of functions that almost cancels, so $m$ is small and the bound permits large shifts of the coefficients. The value of $m$ also depends on how the auxiliary functions are normalised, as does the Euclidean length of the coefficients.

With the Coulomb metric, the function $F$ is the robust fitted form of the repulsion $(\rho|\rho)$. Expanding the residual gives $(\rho-\tilde\rho|\rho-\tilde\rho)=(\rho|\rho)-F(x)$, so making the residual small is the same as making $F$ large. If $V$ and $b$ hold overlap integrals instead, the coefficient bound still applies, but $F$ is then not a Coulomb repulsion.

For electronic-structure calculations with density fitting, the two theorems describe how errors from integral screening or reduced precision pass into the fit of a single density in a finite, real auxiliary basis. They say nothing about the error made by fitting with a finite basis in the first place, or about how such errors accumulate through a self-consistent procedure.

## From the lower bound to the coefficient error

The argument needs two facts about the Euclidean length. The first is the Cauchy–Schwarz inequality, which follows from

$$0\le\tfrac12\sum_{i,j}(x_iy_j-x_jy_i)^2=(x\cdot x)(y\cdot y)-(x\cdot y)^2.$$

Taking square roots gives $x\cdot y\le\|x\|\,\|y\|$. In `dot_le_len_mul_len`, the squared inequality comes from Mathlib's finite-sum version, `Finset.sum_mul_sq_le_sq_mul_sq`, and `abs_le_of_sq_le_sq` removes the squares.

The second fact is the triangle inequality for a difference. Applying Cauchy–Schwarz to $-x$ and $y$ gives $-x\cdot y\le\|x\|\,\|y\|$, and hence

$$\|x-y\|^2=\|x\|^2-2\,x\cdot y+\|y\|^2\le(\|x\|+\|y\|)^2.$$

This is `len_sub_le`. The rewrites there expand the dot product, and `nlinarith` combines the expansion with the Cauchy–Schwarz bound.

Now let $V$ be bounded below by $m$. For any $x$,

$$m\|x\|^2\le x\cdot Vx\le\|x\|\,\|Vx\|.$$

If $\|x\|>0$, division by $\|x\|$ gives $m\|x\|\le\|Vx\|$. If $\|x\|=0$, the left side is zero and the inequality is immediate. The lemma `mul_len_le_len_mulVec` makes the same case split with `rcases`, and `le_of_mul_le_mul_left` cancels the positive factor.

It remains to find what $V$ does to the coefficient error. The second fitting equation reads $Vc'+Wc'=b+d$, so $Vc'=b+d-Wc'$. Subtracting $Vc=b$ leaves

$$V(c'-c)=d-Wc'.$$

This is `error_equation`. The integrals $b$ have dropped out, and the right side contains only the two errors, with $W$ acting on the perturbed coefficients. Setting $x=c'-c$ in the stretching inequality and then using the triangle inequality gives

$$m\|c'-c\|\le\|d-Wc'\|\le\|d\|+\|Wc'\|,$$

and division by $m>0$ yields the coefficient bound. The proof of `coefficient_sensitivity` follows these lines, with `le_div_iff₀` performing the division.

## Why the fitted repulsion changes only at second order

Symmetry enters through the identity $c\cdot Vx=(Vc)\cdot x=b\cdot x$. With it, the quadratic form of $x-c$ expands as

$$(x-c)\cdot V(x-c)=x\cdot Vx-x\cdot b-b\cdot x+c\cdot b=x\cdot Vx-2\,b\cdot x+b\cdot c.$$

At the exact coefficients, $F(c)=2\,b\cdot c-c\cdot b=b\cdot c$. The right side above is therefore $F(c)-F(x)$, and

$$F(c)-F(x)=(x-c)\cdot V(x-c).$$

There is no term linear in $x-c$. This identity is `fittedRepulsion_gap`; its intermediate statement `h1` is the symmetry step, and `ring` finishes the algebra. The identity does not use the lower bound on $V$.

Write $e=c'-c$ and $\delta=\|d\|+\|Wc'\|$. The lower bound on $V$ gives $e\cdot Ve\ge m\|e\|^2\ge0$, so the perturbed coefficients never raise $F$. For the upper estimate, the coefficient bound gives $\|e\|\le\delta/m$, and the error equation with the triangle inequality gives $\|Ve\|\le\delta$. Cauchy–Schwarz then gives

$$e\cdot Ve\le\|e\|\,\|Ve\|\le\frac{\delta}{m}\,\delta=\frac{\delta^2}{m}.$$

The `calc` block in `repulsion_sensitivity` has these same steps. Multiplying the two estimates requires the factors to be nonnegative, which `mul_le_mul` receives as its last two arguments.

## A metric for which the coefficient bound is an equality

The theorem `coefficient_sensitivity_sharp` exhibits a family of cases in which nothing is lost. Choose $m>0$, $w\ge0$, $t\ge0$ and any vector $c'$, and set

$$V=m\,\mathbf 1,\quad W=-w\,\mathbf 1,\quad d=t\,c',\quad b=(m-w-t)\,c',\quad c=\frac{m-w-t}{m}\,c'.$$

The theorem has four parts: $V$ is bounded below by $m$, the first fitting equation holds, the second fitting equation holds, and the coefficient bound is an equality. The first part is immediate, since $x\cdot Vx=m\,(x\cdot x)$. The two equations are

$$Vc=(m-w-t)\,c'=b,\qquad (V+W)c'=(m-w)\,c'=b+t\,c'.$$

For the equality, the coefficient error is

$$c'-c=\frac{w+t}{m}\,c',$$

whose length is $(w+t)\|c'\|/m$. On the other side, $\|d\|=t\|c'\|$ and $\|Wc'\|=w\|c'\|$, so the bound has the same value. The negative sign of $W$ makes $d$ and $-Wc'$ point in the same direction, and the triangle inequality is then an equality.

When $c'\neq0$ and $w+t>0$, both sides are positive, so no constant smaller than $1/m$ could replace it in the general bound. In the proof, `scalar_mulVec` turns multiplication by $a\mathbf 1$ into scaling by $a$, and `len_smul` takes the scalar factors out of the lengths.

## Two auxiliary functions in numbers

Take

$$V=\begin{pmatrix}2&1\\1&2\end{pmatrix},\qquad b=\begin{pmatrix}3\\0\end{pmatrix},\qquad c=\begin{pmatrix}2\\-1\end{pmatrix}.$$

Then $Vc=b$. Since $x\cdot Vx=x\cdot x+(x_1+x_2)^2$, the lower bound holds with $m=1$. Let the errors be

$$W=\begin{pmatrix}0.1&0\\0&0.1\end{pmatrix},\qquad d=\begin{pmatrix}0.09\\0.01\end{pmatrix}.$$

The perturbed equation has the solution $c'=(1.9,\,-0.9)$, because $2.1\cdot1.9-0.9=3.09$ and $1.9-2.1\cdot0.9=0.01$.

The coefficient error is $c'-c=(-0.1,\,0.1)$, with length about $0.141$. The bound uses $\|d\|\approx0.091$ and $\|Wc'\|=\|(0.19,\,-0.09)\|\approx0.210$, which add up to about $0.301$. The actual error is a little under half of what the bound allows.

For the repulsion, $F(c)=b\cdot c=6$. With the perturbed coefficients, $b\cdot c'=5.7$ and $c'\cdot Vc'=5.42$, so $F(c')=11.4-5.42=5.98$. The loss is $0.02$, and the bound allows about $0.301^2\approx0.09$. The simpler expression $b\cdot x$ also equals $6$ at the exact coefficients, but at $c'$ it is $5.7$, a change of $0.3$, since it is linear in the coefficients.
